# Dipole tensor components of the erf-damped Coulomb potential, times the cubed distance, depend only on the reduced distance

The damped Coulomb potential φ(R) = erf(R/s)/R, with damping length s > 0, has a dipole tensor with component φ''(R) along the separation and φ'(R)/R perpendicular to it. The theorem `components` says that for R ≠ 0 both, multiplied by R³, are functions of x = R/s alone: the perpendicular one gives −S(x) and the one along the separation 2S(x) − (4/√π) x³ exp(−x²), where S(x) = erf x − (2/√π) x exp(−x²). The formal statement allows any real s, with Lean's convention that division by zero gives zero, though the physical reading needs s > 0. The proof finds φ' by the chain and quotient rules, differentiates that formula again to get φ'', and then multiplies by the powers of R.

As first written in Lean, the proof fails:

```lean
import Mathlib

open Filter Topology
open scoped Real

namespace Components

noncomputable section

/-- The error function, defined by its integral. -/
def erf (x : ℝ) : ℝ := 2 / √π * ∫ t in (0 : ℝ)..x, Real.exp (-t ^ 2)

/-- The damped Coulomb potential `erf(R/s)/R` with damping length `s`, for `s > 0` and `R ≠ 0`. -/
def phi (s R : ℝ) : ℝ := erf (R / s) / R

/-- The dipole tensor component along the separation, `φ''(R)`, for nonzero `s` and `R`. -/
def longitudinal (s R : ℝ) : ℝ := deriv (deriv (phi s)) R

/-- The dipole tensor component perpendicular to the separation, `φ'(R)/R`,
for nonzero `s` and `R`. -/
def transverse (s R : ℝ) : ℝ := deriv (phi s) R / R

/-- The transverse damping function `erf x - (2/√π) x exp(-x²)` of the reduced distance `x`. -/
def screen (x : ℝ) : ℝ := erf x - 2 / √π * (x * Real.exp (-x ^ 2))

/-- The slope of the error function is the Gaussian `(2/√π) exp(-x²)`. -/
theorem hasDerivAt_erf (x : ℝ) : HasDerivAt erf (2 / √π * Real.exp (-x ^ 2)) x := by
  have hc : Continuous fun t : ℝ => Real.exp (-t ^ 2) := by fun_prop
  exact (intervalIntegral.integral_hasDerivAt_right (hc.intervalIntegrable 0 x)
    (hc.stronglyMeasurableAtFilter _ _) hc.continuousAt).const_mul _

/-- The slope of the transverse damping function is `(4/√π) x² exp(-x²)`. -/
theorem hasDerivAt_screen (x : ℝ) :
    HasDerivAt screen (4 / √π * x ^ 2 * Real.exp (-x ^ 2)) x := by
  have hg : HasDerivAt (fun y : ℝ => Real.exp (-y ^ 2)) (Real.exp (-x ^ 2) * (-(2 * x))) x :=
    ((hasDerivAt_pow 2 x).fun_neg.exp).congr_deriv (by norm_num)
  exact ((hasDerivAt_erf x).fun_sub
    (((hasDerivAt_id' x).fun_mul hg).const_mul (2 / √π))).congr_deriv (by ring)

/-- For `R ≠ 0`, both tensor components times `R³` are functions of the reduced
distance `R/s` alone. -/
theorem components (s : ℝ) {R : ℝ} (hR : R ≠ 0) :
    R ^ 3 * transverse s R = -screen (R / s) ∧
    R ^ 3 * longitudinal s R =
      2 * screen (R / s) - 4 / √π * (R / s) ^ 3 * Real.exp (-(R / s) ^ 2) := by
  -- first derivative of the potential
  have h1 : ∀ r : ℝ, r ≠ 0 → HasDerivAt (phi s) (-(screen (r / s) / r ^ 2)) r := by
    intro r hr
    have he : HasDerivAt (fun y => erf (y / s))
        (2 / √π * Real.exp (-(r / s) ^ 2) * (1 / s)) r :=
      (hasDerivAt_erf (r / s)).comp r ((hasDerivAt_id' r).div_const s)
    exact (he.fun_div (hasDerivAt_id' r) hr).congr_deriv (by unfold screen; ring)
  -- second derivative
  have h2 : HasDerivAt (deriv (phi s)) ((2 * screen (R / s)
      - 4 / √π * (R / s) ^ 3 * Real.exp (-(R / s) ^ 2)) / R ^ 3) R := by
    have hS : HasDerivAt (fun y => screen (y / s))
        (4 / √π * (R / s) ^ 2 * Real.exp (-(R / s) ^ 2) * (1 / s)) R :=
      (hasDerivAt_screen (R / s)).comp R ((hasDerivAt_id' R).div_const s)
    have hq : HasDerivAt (fun y : ℝ => y ^ 2) (2 * R) R :=
      (hasDerivAt_pow 2 R).congr_deriv (by norm_num)
    have h := (hS.fun_div hq (pow_ne_zero 2 hR)).fun_neg
    refine (h.congr_of_eventuallyEq ?_).congr_deriv ?_
    · filter_upwards [isOpen_ne.mem_nhds hR] with r hr using (h1 r hr).deriv
    · rw [← neg_div, div_eq_div_iff (pow_ne_zero 2 (pow_ne_zero 2 hR)) (pow_ne_zero 3 hR)]
      ring
  constructor
  · rw [transverse, (h1 R hR).deriv]
    generalize screen (R / s) = S
    field_simp
  · rw [longitudinal, h2.deriv]
    exact mul_div_cancel₀ _ (pow_ne_zero 3 hR)

end

end Components
```

The compiler's answer:

```
Main.lean:51:38: error: Application type mismatch: The argument
  HasDerivAt.div_const (hasDerivAt_id' r) s
has type
  HasDerivAt (fun x => x / s) (1 / s) r
but is expected to have type
  HasDerivAt (fun y => ∫ (t : ℝ) in 0..y / s, rexp (-t ^ 2)) (1 / s) r
in the application
  HasDerivAt.comp r ?m.214 (HasDerivAt.div_const (hasDerivAt_id' r) s)
Main.lean:51:6: error: Application type mismatch: The argument
  hasDerivAt_erf (r / s)
has type
  HasDerivAt erf (2 / √π * rexp (-(r / s) ^ 2)) (r / s)
but is expected to have type
  HasDerivAt (HMul.hMul (2 / √π)) (2 / √π * rexp (-(r / s) ^ 2)) (∫ (t : ℝ) in 0..r / s, rexp (-t ^ 2))
in the application
  HasDerivAt.comp r (hasDerivAt_erf (r / s))
Main.lean:58:6: error: Type mismatch
  HasDerivAt.comp R ?m.399 (HasDerivAt.div_const (hasDerivAt_id' R) s)
has type
  HasDerivAt (?m.396 ∘ fun x => x / s) (?m.398 * (1 / s)) R
but is expected to have type
  HasDerivAt (fun y => screen (y / s)) (4 / √π * (R / s) ^ 2 * rexp (-(R / s) ^ 2) * (1 / s)) R
```

What went wrong. All three errors come from the chain rule, `HasDerivAt.comp`, whose result is about a composition `g ∘ f`. Here Lean had to match that pattern against the expected function before the arguments had settled what `g` and `f` were.

For `fun y => erf (y / s)` it unfolded `erf` and took multiplication by `2 / √π` as the outer function and the integral as the inner one. The first two messages report that neither supplied derivative fits this split: one is for `x / s`, the other for `erf`.

In the third message the inner function is the intended `x / s`, but the outer one is still the unknown `?m.396`, and Lean fails to match the composition with `fun y => screen (y / s)`.

The repair makes the same change in both places. `have hc := ...` states no type, so the arguments themselves fix the outer function as `erf` or `screen` and the inner one as division by `s`. `exact hc` then only has to compare two known functions, which agree by definition once the composition is unfolded.

Fix (accepted with no message):

```diff
@@ -49,5 +49,7 @@
     have he : HasDerivAt (fun y => erf (y / s))
         (2 / √π * Real.exp (-(r / s) ^ 2) * (1 / s)) r :=
-      (hasDerivAt_erf (r / s)).comp r ((hasDerivAt_id' r).div_const s)
+      by
+        have hc := (hasDerivAt_erf (r / s)).comp r ((hasDerivAt_id' r).div_const s)
+        exact hc
     exact (he.fun_div (hasDerivAt_id' r) hr).congr_deriv (by unfold screen; ring)
   -- second derivative
@@ -56,5 +58,7 @@
     have hS : HasDerivAt (fun y => screen (y / s))
         (4 / √π * (R / s) ^ 2 * Real.exp (-(R / s) ^ 2) * (1 / s)) R :=
-      (hasDerivAt_screen (R / s)).comp R ((hasDerivAt_id' R).div_const s)
+      by
+        have hc := (hasDerivAt_screen (R / s)).comp R ((hasDerivAt_id' R).div_const s)
+        exact hc
     have hq : HasDerivAt (fun y : ℝ => y ^ 2) (2 * R) R :=
       (hasDerivAt_pow 2 R).congr_deriv (by norm_num)
```
